# Ladder operators of a harmonic lattice mode from the canonical commutation relations

## One mass on one spring

Take one particle of mass m with position x and momentum p, where [x, p] = iℏ, and write the spring constant as m w² with w > 0. The Hamiltonian is

H = p²/(2m) + ½ m w² x².

Its commutators with x and p are linear in p and x:

[H, x] = −iℏ p/m,  [H, p] = iℏ m w² x.

Now combine the two into A = m w x + i p. Then

[H, A] = −iℏw p − ℏ m w² x = −ℏw (m w x + i p) = −ℏw A.

So if Hψ = Eψ, then H(Aψ) = (E − ℏw)Aψ: the operator A removes one quantum, unless Aψ = 0, as happens for the ground state. Changing the sign of i p gives an operator B that adds one. In a lattice the same happens for each mode of positive frequency, because the mode equation makes the coupled forces act like a single spring.

## Coupled coordinates and their modes

Let i run over finitely many degrees of freedom, for example the Cartesian components of all atoms in a finite lattice. Each has a mass m_i, a position x_i measured from its equilibrium value, and a momentum p_i. Positions commute with each other, momenta commute with each other, and

[x_i, p_j] = iℏ δ_ij.

With real force constants Φ_ij = Φ_ji, the second derivatives of the potential energy at equilibrium, and with the potential energy counted from its equilibrium value, the Hamiltonian in the harmonic approximation is

H = Σ_i p_i²/(2m_i) + ½ Σ_ij Φ_ij x_i x_j.

A mode is a real displacement pattern v with a real number w such that

Σ_j Φ_ij v_j = w² m_i v_i for every i.

Define

A = Σ_i v_i (m_i w x_i + i p_i),  B = Σ_i v_i (m_i w x_i − i p_i),

where the i multiplying p_i is the imaginary unit. For nonzero masses the result is

[H, A] = −ℏw A,  [H, B] = ℏw B,  [A, B] = 2ℏw vᵀMv,

with vᵀMv = Σ_i m_i v_i². When ℏ, w and vᵀMv are positive, dividing A and B by √(2ℏw vᵀMv) gives the usual operators a and a† with [a, a†] = 1.

For a finite lattice in the harmonic approximation, this turns an angular frequency w computed from electronic-structure force constants into an energy quantum ℏw.

## Equations of motion from the commutators

The product rule for commutators gives

[p_i², x_k] = p_i [p_i, x_k] + [p_i, x_k] p_i = −2iℏ δ_ik p_i,

and the potential commutes with x_k. Hence

m_k [H, x_k] = −iℏ p_k.

For the momentum, the kinetic energy drops out, and

[x_i x_j, p_k] = x_i [x_j, p_k] + [x_i, p_k] x_j = iℏ (δ_jk x_i + δ_ik x_j).

Summing with ½ Φ_ij produces two half-forces, which are equal because Φ is symmetric:

[H, p_k] = (iℏ/2) (Σ_i Φ_ik x_i + Σ_j Φ_kj x_j) = iℏ Σ_j Φ_kj x_j.

## The mode equation closes the commutator

Insert these equations into [H, A]:

[H, A] = −iℏw Σ_i v_i p_i − ℏ Σ_i v_i Σ_j Φ_ij x_j.

By symmetry and the mode equation, the coefficient of x_j in the double sum is

Σ_i v_i Φ_ij = Σ_i Φ_ji v_i = w² m_j v_j.

Therefore

[H, A] = −iℏw Σ_i v_i p_i − ℏw² Σ_j m_j v_j x_j = −ℏw A.

The relation for B needs no second computation. Write A(w) for A as a function of w, with v fixed. Then B = −A(−w), and the mode equation contains only w², so it also holds for −w. This gives [H, A(−w)] = ℏw A(−w), and hence [H, B] = ℏw B.

For the last relation, take two numbers w and w′. The x–x and p–p terms vanish, and the mixed terms give

[m_i w x_i + i p_i, m_j w′ x_j + i p_j] = ℏ (w′ − w) m_i δ_ij.

Multiplying by v_i v_j and summing,

[A(w), A(w′)] = ℏ (w′ − w) vᵀMv.

With w′ = −w and the minus sign in B = −A(−w), this is [A, B] = 2ℏw vᵀMv.

## Energies in steps of ℏw

Suppose Hψ = Eψ. The relation for B reads HB = BH + ℏwB, so if the energy of B^N ψ is E + Nℏw, then

H B^(N+1) ψ = B H B^N ψ + ℏw B^(N+1) ψ = (E + (N+1)ℏw) B^(N+1) ψ.

Starting from N = 0, this gives H B^N ψ = (E + Nℏw) B^N ψ for every N. The equation alone does not say that B^N ψ is nonzero, nor that a ground state exists.

## How the Lean objects encode the lattice

The type `n` labels the degrees of freedom, and `𝒜` is any complex algebra containing the operators. `Canonical ℏ x p` collects the commutation relations, `hamiltonian` is H, `IsMode m Φ w v` is the mode equation, and `lower` and `raise` are A and B. The number on the right of [A, B] appears as a multiple of `(1 : 𝒜)`.

The three relations form the theorem `mode_ladder_relations`. Its hypotheses are the canonical relations, nonzero masses (`hm`), symmetric force constants (`hΦ`) and the mode equation (`hv`). `phonon_ladder` adds a space `V` on which the algebra acts; `IsScalarTower` makes complex multiples of operators act as expected.

Working in an algebra leaves aside domains of unbounded operators, and with no adjoint available, B is defined by its formula and not as A†. Since w is real, unstable modes with negative w² are excluded. The value w = 0 is allowed: then B = −A, both are multiples of Σ_i v_i p_i (the total momentum along the displacement, if v is a uniform translation), and there is no ladder. Because v is real, a complex Bloch pattern has to enter through its real and imaginary parts. Anharmonic terms are absent from H.

## Ladder relations in Lean

```lean
import Mathlib

open Complex (I)

namespace QuantisedLatticeVibrations

noncomputable section

variable {n : Type*} [DecidableEq n] {𝒜 : Type*} [Ring 𝒜] [Algebra ℂ 𝒜]

/-- The commutator `[a, b] = ab - ba`, as a bilinear map. -/
def comm : 𝒜 →ₗ[ℂ] 𝒜 →ₗ[ℂ] 𝒜 :=
  LinearMap.mk₂ ℂ (fun a b => a * b - b * a)
    (fun a b c => by simp only [add_mul, mul_add]; abel)
    (fun r a b => by simp only [smul_mul_assoc, mul_smul_comm, smul_sub])
    (fun a b c => by simp only [add_mul, mul_add]; abel)
    (fun r a b => by simp only [smul_mul_assoc, mul_smul_comm, smul_sub])

/-- The commutator of `a` and `b` is `ab - ba`. -/
theorem comm_apply (a b : 𝒜) : comm a b = a * b - b * a := rfl

/-- Canonical commutation relations: positions commute, momenta commute, and
`[x_i, p_j] = iℏ δ_ij`. -/
structure Canonical (ℏ : ℝ) (x p : n → 𝒜) : Prop where
  xx : ∀ i j, Commute (x i) (x j)
  pp : ∀ i j, Commute (p i) (p j)
  xp : ∀ i j, comm (x i) (p j) = if i = j then (I * ℏ) • (1 : 𝒜) else 0

/-- Position on polynomials: multiplication by `X`. -/
def polyPosition : Module.End ℂ (Polynomial ℂ) := LinearMap.mulLeft ℂ Polynomial.X

/-- Momentum on polynomials: `-iℏ d/dX`. -/
def polyMomentum (ℏ : ℝ) : Module.End ℂ (Polynomial ℂ) :=
  (-(I * ℏ)) • Polynomial.derivative

/-- Multiplication by `X` and `-iℏ d/dX` on polynomials are canonical. -/
theorem canonical_witness (ℏ : ℝ) :
    Canonical ℏ (fun _ : Unit => polyPosition) (fun _ => polyMomentum ℏ) := by
  refine ⟨fun _ _ => Commute.refl _, fun _ _ => Commute.refl _,
    fun _ _ => LinearMap.ext fun f => ?_⟩
  rw [if_pos (Subsingleton.elim _ _), comm_apply]
  change Polynomial.X * ((-(I * ℏ)) • Polynomial.derivative f) -
    (-(I * ℏ)) • Polynomial.derivative (Polynomial.X * f) = (I * ℏ) • f
  rw [Polynomial.derivative_mul, Polynomial.derivative_X, one_mul, mul_smul_comm]
  module

variable [Fintype n]

/-- The harmonic lattice Hamiltonian `∑ p_i²/(2m_i) + ½ ∑ Φ_ij x_i x_j`, for nonzero masses. -/
def hamiltonian (m : n → ℝ) (Φ : n → n → ℝ) (x p : n → 𝒜) : 𝒜 :=
  ∑ i, (1 / (2 * (m i : ℂ))) • (p i * p i) +
    (1 / 2 : ℂ) • ∑ i, ∑ j, (Φ i j : ℂ) • (x i * x j)

/-- The mode equation `Φ v = w² M v` for a displacement pattern `v`. -/
def IsMode (m : n → ℝ) (Φ : n → n → ℝ) (w : ℝ) (v : n → ℝ) : Prop :=
  ∀ i, ∑ j, Φ i j * v j = w ^ 2 * (m i * v i)

/-- The operator `A = ∑ v_i (m_i w x_i + i p_i)`. -/
def lower (m : n → ℝ) (w : ℝ) (v : n → ℝ) (x p : n → 𝒜) : 𝒜 :=
  ∑ i, (v i : ℂ) • (((m i : ℂ) * w) • x i + I • p i)

/-- The operator `B = ∑ v_i (m_i w x_i - i p_i)`. -/
def raise (m : n → ℝ) (w : ℝ) (v : n → ℝ) (x p : n → 𝒜) : 𝒜 :=
  ∑ i, (v i : ℂ) • (((m i : ℂ) * w) • x i - I • p i)

variable {ℏ w w' : ℝ} {m v : n → ℝ} {Φ : n → n → ℝ} {x p : n → 𝒜}

omit [DecidableEq n] in
/-- `B` at frequency `w` is minus `A` at frequency `-w`. -/
theorem raise_eq : raise m w v x p = -lower m (-w) v x p := by
  rw [raise, lower, ← Finset.sum_neg_distrib]
  refine Finset.sum_congr rfl fun i _ => ?_
  push_cast
  module

/-- Heisenberg equations for canonical `x, p`, nonzero masses and symmetric force constants:
`m_k [H, x_k] = -iℏ p_k` and `[H, p_k] = iℏ ∑ Φ_kj x_j`. -/
theorem heisenberg (h : Canonical ℏ x p) (hm : ∀ i, m i ≠ 0) (hΦ : ∀ i j, Φ i j = Φ j i)
    (k : n) :
    (m k : ℂ) • comm (hamiltonian m Φ x p) (x k) = (-(I * ℏ)) • p k ∧
    comm (hamiltonian m Φ x p) (p k) = (I * ℏ) • ∑ j, (Φ k j : ℂ) • x j := by
  constructor
  · have hp : ∀ i, comm (p i * p i) (x k) = if i = k then (-(2 * I * ℏ)) • p i else 0 := by
      intro i
      have e : comm (p i * p i) (x k) =
          -(p i * comm (x k) (p i) + comm (x k) (p i) * p i) := by
        simp only [comm_apply]
        noncomm_ring
      rw [e, h.xp]
      rcases eq_or_ne i k with rfl | hik
      · rw [if_pos rfl, if_pos rfl, mul_smul_comm, smul_mul_assoc, mul_one, one_mul]
        module
      · simp [hik, hik.symm]
    have hx : ∀ i j, comm (x i * x j) (x k) = 0 := fun i j =>
      sub_eq_zero.2 ((h.xx i k).mul_left (h.xx j k)).eq
    have hmk : (m k : ℂ) ≠ 0 := by exact_mod_cast hm k
    simp only [hamiltonian, map_add, map_sum, map_smul, LinearMap.add_apply,
      LinearMap.sum_apply, LinearMap.smul_apply, hp, hx, smul_zero, Finset.sum_const_zero,
      add_zero, smul_ite, Finset.sum_ite_eq', Finset.mem_univ, if_true]
    rw [smul_smul, smul_smul]
    congr 1
    field_simp
  · have hp : ∀ i, comm (p i * p i) (p k) = 0 := fun i =>
      sub_eq_zero.2 ((h.pp i k).mul_left (h.pp i k)).eq
    have hx : ∀ i j, comm (x i * x j) (p k) = (if j = k then (I * ℏ) • x i else 0) +
        (if i = k then (I * ℏ) • x j else 0) := by
      intro i j
      have e : comm (x i * x j) (p k) = x i * comm (x j) (p k) + comm (x i) (p k) * x j := by
        simp only [comm_apply]
        noncomm_ring
      rw [e, h.xp, h.xp]
      congr 1 <;> split_ifs <;> simp
    -- the two halves of the force agree by symmetry of the force constants
    have s1 : ∑ i, ∑ j, (Φ i j : ℂ) • (if j = k then (I * ℏ) • x i else 0) =
        (I * ℏ) • ∑ j, (Φ k j : ℂ) • x j := by
      rw [Finset.smul_sum]
      refine Finset.sum_congr rfl fun i _ => ?_
      simp only [smul_ite, smul_zero, Finset.sum_ite_eq', Finset.mem_univ, if_true]
      rw [hΦ i k, smul_comm]
    have s2 : ∑ i, ∑ j, (Φ i j : ℂ) • (if i = k then (I * ℏ) • x j else 0) =
        (I * ℏ) • ∑ j, (Φ k j : ℂ) • x j := by
      rw [Finset.smul_sum, Finset.sum_comm]
      refine Finset.sum_congr rfl fun j _ => ?_
      simp only [smul_ite, smul_zero, Finset.sum_ite_eq', Finset.mem_univ, if_true]
      rw [smul_comm]
    simp only [hamiltonian, map_add, map_sum, map_smul, LinearMap.add_apply,
      LinearMap.sum_apply, LinearMap.smul_apply, hp, hx, smul_zero, Finset.sum_const_zero,
      zero_add, smul_add, Finset.sum_add_distrib, s1, s2]
    module

/-- For canonical `x, p`, one pattern `v` and any real numbers `w, w'`,
`[A(w), A(w')] = ℏ (w' - w) vᵀ M v`. -/
theorem lower_lower (h : Canonical ℏ x p) :
    comm (lower m w v x p) (lower m w' v x p) =
      ((ℏ : ℂ) * (w' - w) * ∑ i, (m i : ℂ) * v i ^ 2) • (1 : 𝒜) := by
  have key : ∀ i j, comm (((m i : ℂ) * w) • x i + I • p i) (((m j : ℂ) * w') • x j + I • p j) =
      if i = j then ((ℏ : ℂ) * (w' - w) * m i) • (1 : 𝒜) else 0 := by
    intro i j
    have hxx : comm (x i) (x j) = 0 := sub_eq_zero.2 (h.xx i j).eq
    have hpp : comm (p i) (p j) = 0 := sub_eq_zero.2 (h.pp i j).eq
    have hpx : comm (p i) (x j) = -comm (x j) (p i) := by
      rw [comm_apply, comm_apply, neg_sub]
    simp only [map_add, map_smul, LinearMap.add_apply, LinearMap.smul_apply, hxx, hpp, hpx, h.xp]
    rcases eq_or_ne i j with rfl | hij
    · simp only [if_true, smul_zero, zero_add, add_zero, ← neg_smul, smul_smul, ← add_smul]
      congr 1
      linear_combination ((m i : ℂ) * ℏ * (w - w')) * Complex.I_sq
    · simp [hij, hij.symm]
  simp only [lower, map_sum, LinearMap.sum_apply, map_smul, LinearMap.smul_apply, key, smul_ite,
    smul_zero, Finset.sum_ite_eq', Finset.mem_univ, if_true]
  rw [Finset.mul_sum, Finset.sum_smul]
  refine Finset.sum_congr rfl fun i _ => ?_
  rw [smul_smul, smul_smul]
  congr 1
  ring

/-- For canonical `x, p`, nonzero masses, symmetric `Φ` and `Φ v = w² M v`, `[H, A] = -ℏw A`. -/
theorem energy_lower (h : Canonical ℏ x p) (hm : ∀ i, m i ≠ 0) (hΦ : ∀ i j, Φ i j = Φ j i)
    (hv : IsMode m Φ w v) :
    comm (hamiltonian m Φ x p) (lower m w v x p) = (-((ℏ : ℂ) * w)) • lower m w v x p := by
  -- the mode equation, contracted with the positions
  have hF : ∑ i, (v i : ℂ) • ∑ j, (Φ i j : ℂ) • x j =
      ∑ j, ((w : ℂ) ^ 2 * (m j * v j)) • x j := by
    simp only [Finset.smul_sum]
    rw [Finset.sum_comm]
    refine Finset.sum_congr rfl fun j _ => ?_
    simp only [smul_smul, ← Finset.sum_smul]
    congr 1
    have e : ∑ i, v i * Φ i j = w ^ 2 * (m j * v j) := by
      rw [← hv j]
      exact Finset.sum_congr rfl fun i _ => by rw [hΦ i j, mul_comm]
    exact_mod_cast e
  calc comm (hamiltonian m Φ x p) (lower m w v x p)
      = ∑ i, ((-(I * ℏ) * w * v i) • p i +
          (-(ℏ : ℂ)) • ((v i : ℂ) • ∑ j, (Φ i j : ℂ) • x j)) := by
        rw [lower, map_sum]
        refine Finset.sum_congr rfl fun i _ => ?_
        obtain ⟨hx, hp⟩ := heisenberg h hm hΦ i
        have e1 : ((m i : ℂ) * w) • comm (hamiltonian m Φ x p) (x i) =
            (w : ℂ) • (-(I * ℏ)) • p i := by
          rw [mul_comm (m i : ℂ) (w : ℂ), mul_smul, hx]
        have e2 : I • (I * (ℏ : ℂ)) • ∑ j, (Φ i j : ℂ) • x j =
            (-(ℏ : ℂ)) • ∑ j, (Φ i j : ℂ) • x j := by
          rw [smul_smul, ← mul_assoc, Complex.I_mul_I, neg_one_mul]
        simp only [map_add, map_smul]
        rw [hp, e1, e2]
        module
    _ = (-((ℏ : ℂ) * w)) • lower m w v x p := by
        rw [Finset.sum_add_distrib, ← Finset.smul_sum, hF, lower, Finset.smul_sum,
          Finset.smul_sum, ← Finset.sum_add_distrib]
        refine Finset.sum_congr rfl fun i _ => ?_
        module

/-- Ladder relations of a lattice mode, for canonical `x, p`, nonzero masses, symmetric `Φ` and
`Φ v = w² M v`: `[H, A] = -ℏw A`, `[H, B] = ℏw B` and `[A, B] = 2ℏw vᵀ M v`. -/
theorem mode_ladder_relations (h : Canonical ℏ x p) (hm : ∀ i, m i ≠ 0)
    (hΦ : ∀ i j, Φ i j = Φ j i) (hv : IsMode m Φ w v) :
    comm (hamiltonian m Φ x p) (lower m w v x p) = (-((ℏ : ℂ) * w)) • lower m w v x p ∧
    comm (hamiltonian m Φ x p) (raise m w v x p) = ((ℏ : ℂ) * w) • raise m w v x p ∧
    comm (lower m w v x p) (raise m w v x p) =
      (2 * (ℏ : ℂ) * w * ∑ i, (m i : ℂ) * v i ^ 2) • (1 : 𝒜) := by
  have hneg : IsMode m Φ (-w) v := fun i => by rw [neg_sq]; exact hv i
  refine ⟨energy_lower h hm hΦ hv, ?_, ?_⟩
  · rw [raise_eq, map_neg, energy_lower h hm hΦ hneg]
    push_cast
    module
  · rw [raise_eq, map_neg, lower_lower h, ← neg_smul]
    congr 1
    push_cast
    ring

/-- For canonical `x, p`, nonzero masses, symmetric `Φ` and `Φ v = w² M v`: if `H ψ = E ψ`, then
`H Bᴺ ψ = (E + Nℏw) Bᴺ ψ`. -/
theorem phonon_ladder {V : Type*} [AddCommGroup V] [Module ℂ V] [Module 𝒜 V]
    [IsScalarTower ℂ 𝒜 V] (h : Canonical ℏ x p) (hm : ∀ i, m i ≠ 0)
    (hΦ : ∀ i j, Φ i j = Φ j i) (hv : IsMode m Φ w v) {E : ℂ} {ψ : V}
    (hψ : hamiltonian m Φ x p • ψ = E • ψ) (N : ℕ) :
    hamiltonian m Φ x p • (raise m w v x p ^ N • ψ) =
      (E + N * ((ℏ : ℂ) * w)) • (raise m w v x p ^ N • ψ) := by
  have hB := (mode_ladder_relations h hm hΦ hv).2.1
  rw [comm_apply] at hB
  replace hB := sub_eq_iff_eq_add'.1 hB
  induction N with
  | zero => simpa using hψ
  | succ N ih =>
    rw [pow_succ', mul_smul]
    -- moving `H` past one more `B` costs one quantum `ℏw`
    calc hamiltonian m Φ x p • (raise m w v x p • (raise m w v x p ^ N • ψ))
        = (hamiltonian m Φ x p * raise m w v x p) • (raise m w v x p ^ N • ψ) :=
          (mul_smul _ _ _).symm
      _ = raise m w v x p • (hamiltonian m Φ x p • (raise m w v x p ^ N • ψ)) +
          ((ℏ : ℂ) * w) • (raise m w v x p • (raise m w v x p ^ N • ψ)) := by
          rw [hB, add_smul, mul_smul, smul_assoc]
      _ = _ := by
          rw [ih, smul_comm (raise m w v x p), ← add_smul]
          congr 1
          push_cast
          ring

end

end QuantisedLatticeVibrations
```

```lean
#print axioms QuantisedLatticeVibrations.mode_ladder_relations
#print axioms QuantisedLatticeVibrations.phonon_ladder
```

```
'QuantisedLatticeVibrations.mode_ladder_relations' depends on axioms: [propext, Classical.choice, Quot.sound]
'QuantisedLatticeVibrations.phonon_ladder' depends on axioms: [propext, Classical.choice, Quot.sound]
```

## Product rules, a sign flip and an induction

`comm` is defined as a bilinear map, so `map_add`, `map_sum` and `map_smul` expand commutators of sums as one does by hand. `canonical_witness` gives an example of the canonical relations for one degree of freedom: multiplication by X and −iℏ d/dX on polynomials. Its main step is the product rule for derivatives.

`heisenberg` proves the two equations of motion. In each half, `hp` and `hx` are the commutators of the kinetic and potential terms. The product rules are checked by `noncomm_ring`, and `Finset.sum_ite_eq'` collapses the sums over Kronecker deltas. The two half-forces are `s1` and `s2`; symmetry of Φ is used in `s1`.

`lower_lower` computes [A(w), A(w′)]. Its inner statement `key` is the commutator of single terms, where i² = −1 enters through `Complex.I_sq`. Neither the Hamiltonian nor the mode equation is needed here.

`energy_lower` proves [H, A] = −ℏw A. The statement `hF` is the mode equation contracted with the positions, obtained by exchanging the two sums and using symmetry. The first step of the `calc` block inserts the equations of motion; the second applies `hF` and collects the terms into A.

`mode_ladder_relations` then follows from the sign flip. `raise_eq` is B = −A(−w), and `hneg` says that v is also a mode for −w. The second relation comes from `energy_lower` at −w, the third from `lower_lower` with w′ = −w.

`phonon_ladder` is the induction on N. The hypothesis `hB` is rewritten as HB = BH + ℏwB, and the `calc` block moves H past one factor of B before applying the induction hypothesis `ih`.
